# Normal and umklapp labels depend on the choice of zone, and no zone on a cyclic grid of two or more points makes every process normal

The usual momentum bookkeeping for a three-phonon process consists of adding two wave vectors, folding the sum back into the chosen cell of reciprocal space, and recording the reciprocal lattice vector $G$ that had to be subtracted. The process is labelled normal if $G = 0$ and umklapp otherwise, and some relaxation-time treatments of heat conduction sum the two kinds of rate separately. The theorems below, which concern momentum bookkeeping alone (no energies, branches or matrix elements), show that, for a nonzero reciprocal lattice, the label of a single process can be reversed by choosing other representative wave vectors, while on a finite cyclic grid with at least two points or on the real line modulo a nonzero period no choice removes all umklapp processes.

## Wave vectors, zones and processes

```lean
import Mathlib

open QuotientAddGroup

namespace NormalUmklapp

variable {A Q : Type*} [AddCommGroup A] [AddCommGroup Q]
```

The first line loads Mathlib, the mathematical library of Lean. The `variable` line fixes two abelian groups, written additively. $A$ is the group of wave vectors and $Q$ the group of crystal momenta. Only addition, subtraction and zero are available, so lengths, angles and continuity play no part. The reciprocal lattice will be a subgroup $L \subseteq A$, of type `AddSubgroup A`, and in most statements $Q$ is the quotient $A/L$, written `A ⧸ L`, whose elements are classes of wave vectors differing by elements of $L$. The map sending a wave vector to its class is `mk' L`.

```lean
/-- A zone for the reduction map `p` from wave vectors to crystal momenta: `s` picks one
representative wave vector in each class. -/
def IsZone (p : A →+ Q) (s : Q → A) : Prop := ∀ q, p (s q) = q
```

The type `A →+ Q` is that of additive maps, so $p(a+b) = p(a) + p(b)$ and $p(0) = 0$. The map $p$ reduces a wave vector to its crystal momentum. The function $s : Q \to A$ is an arbitrary function, and `IsZone p s` is the statement $p(s(q)) = q$ for all $q$: the vector $s(q)$ is a representative of the class $q$. The first Brillouin zone, with a rule for its boundary, is one such $s$. The definition is much wider, since it asks for no symmetry, no connected cell, and not even $s(0) = 0$.

```lean
/-- The mismatch of representative wave vectors in the process `q₁, q₂ → q₁ + q₂`. -/
def umklappVector (s : Q → A) (q₁ q₂ : Q) : A := s q₁ + s q₂ - s (q₁ + q₂)
```

This defines
$$U_s(q_1, q_2) = s(q_1) + s(q_2) - s(q_1 + q_2).$$
A process is specified by its two incoming classes, and the outgoing class is $q_1 + q_2$, so conservation of crystal momentum is built in. The sign convention is $s(q_1) + s(q_2) = s(q_1+q_2) + U_s(q_1,q_2)$, so $U_s$ is the vector subtracted on folding. The case $q_1 = q_2$ is allowed.

```lean
/-- The process `q₁, q₂ → q₁ + q₂` is normal when the representative wave vectors add up
exactly; otherwise it is umklapp. -/
def IsNormal (s : Q → A) (q₁ q₂ : Q) : Prop := s q₁ + s q₂ = s (q₁ + q₂)
```

A process is normal in the zone $s$ when $s(q_1) + s(q_2) = s(q_1 + q_2)$, that is when $U_s = 0$. Umklapp is the negation, `¬ IsNormal s q₁ q₂`.

## One process at a time

```lean
/-- In any zone the umklapp vector of a process lies in the reciprocal lattice `L`. -/
theorem umklappVector_mem (L : AddSubgroup A) {s : A ⧸ L → A} (hs : IsZone (mk' L) s)
    (q₁ q₂ : A ⧸ L) : umklappVector s q₁ q₂ ∈ L := by
  have hmem : ∀ a, mk' L a = 0 ↔ a ∈ L := fun a => QuotientAddGroup.eq_zero_iff a
  rw [← hmem, umklappVector, map_sub, map_add, hs, hs, hs, sub_self]
```

Everything before the colon is a hypothesis or an object, and `hs` is the name given to the assumption that $s$ is a zone for $p$ = `mk' L`. The conclusion is $U_s(q_1,q_2) \in L$. By hand,
$$p(U_s) = p(s(q_1)) + p(s(q_2)) - p(s(q_1+q_2)) = q_1 + q_2 - (q_1+q_2) = 0,$$
and a wave vector has class zero exactly when it lies in $L$. The step `hmem` records that last equivalence. The `rw` line rewrites the goal in order: `map_sub` and `map_add` distribute $p$, the three uses of `hs` remove the three pairs $p \circ s$, and `sub_self` closes the goal.

```lean
/-- If the outgoing class differs from both incoming ones, moving only its representative
gives the process any prescribed lattice vector `G` as umklapp vector. -/
theorem move_outgoing (L : AddSubgroup A) {s : A ⧸ L → A} (hs : IsZone (mk' L) s)
    {q₁ q₂ : A ⧸ L} (h₁ : q₁ + q₂ ≠ q₁) (h₂ : q₁ + q₂ ≠ q₂) {G : A} (hG : G ∈ L) :
    ∃ s', IsZone (mk' L) s' ∧ (∀ q, q ≠ q₁ + q₂ → s' q = s q) ∧
      umklappVector s' q₁ q₂ = G := by
  classical
  have hG0 : mk' L G = 0 := (QuotientAddGroup.eq_zero_iff G).2 hG
  refine ⟨Function.update s (q₁ + q₂) (s q₁ + s q₂ - G), ?_, ?_, ?_⟩
  · intro q
    by_cases h : q = q₁ + q₂
    · -- the new representative lies in the outgoing class
      rw [h, Function.update_self, map_sub, map_add, hs, hs, hG0, sub_zero]
    · rw [Function.update_of_ne h, hs]
  · intro q h
    exact Function.update_of_ne h _ _
  · rw [umklappVector, Function.update_self, Function.update_of_ne h₁.symm,
      Function.update_of_ne h₂.symm]
    abel
```

Given a zone $s$, a process with $q_1+q_2 \ne q_1$ and $q_1+q_2 \ne q_2$, and any $G \in L$, there is a zone $s'$ that agrees with $s$ at every class other than $q_1+q_2$ and has $U_{s'}(q_1,q_2) = G$. The two inequalities say that $q_2 \neq 0$ and $q_1 \ne 0$.

By hand, set $s'(q_1+q_2) = s(q_1) + s(q_2) - G$ and $s'(q) = s(q)$ elsewhere. It is a zone because $p(s(q_1) + s(q_2) - G) = q_1 + q_2 - 0$, and the other classes keep valid representatives. Because the outgoing class differs from both incoming ones, $s'(q_1) = s(q_1)$ and $s'(q_2) = s(q_2)$, so
$$U_{s'} = s(q_1) + s(q_2) - \big(s(q_1) + s(q_2) - G\big) = G.$$
The `refine` line supplies $s'$ and leaves three goals marked `?_`, one for each part of the conclusion. The three bullets prove them in turn, and `abel`, which normalises sums in an abelian group, does the final cancellation.

### The device `Function.update`

For a function $f$, a point $x$ and a value $v$, the term `Function.update f x v` is the function equal to $v$ at $x$ and to $f(y)$ at every $y \neq x$. It is used only through two rewriting rules. `Function.update_self` evaluates it at $x$ and returns $v$. `Function.update_of_ne` evaluates it at another point and returns the old value, and it must be handed a proof that the point differs from $x$. The assumptions `h₁` and `h₂` enter at exactly this place: `Function.update_of_ne h₁.symm` is the step $s'(q_1) = s(q_1)$, with `.symm` turning $q_1+q_2 \ne q_1$ into $q_1 \ne q_1+q_2$. To see what goes wrong otherwise, take $q_2 = 0$ and $q_1 \ne 0$. The outgoing class is then $q_1$ itself, the new value enters $U_{s'}$ twice with opposite signs, and $U_{s'} = s'(0) = s(0)$ whatever value was inserted.

```lean
/-- For a nonzero lattice and a process `q₁ + q₂ = q₃` with `q₃` different from `q₁` and
`q₂`, any zone can be changed at `q₃` alone so that the process is normal, and also so that
it is umklapp. -/
theorem normal_and_umklapp (L : AddSubgroup A) (hL : L ≠ ⊥) {s : A ⧸ L → A}
    (hs : IsZone (mk' L) s) {q₁ q₂ q₃ : A ⧸ L} (h : q₁ + q₂ = q₃)
    (h₁ : q₃ ≠ q₁) (h₂ : q₃ ≠ q₂) :
    (∃ sN, IsZone (mk' L) sN ∧ (∀ q, q ≠ q₃ → sN q = s q) ∧ sN q₁ + sN q₂ = sN q₃) ∧
    (∃ sU, IsZone (mk' L) sU ∧ (∀ q, q ≠ q₃ → sU q = s q) ∧ sU q₁ + sU q₂ ≠ sU q₃) := by
  subst h
  constructor
  · obtain ⟨s', hz, ha, hv⟩ := move_outgoing L hs h₁ h₂ L.zero_mem
    exact ⟨s', hz, ha, sub_eq_zero.1 hv⟩
  · -- take a nonzero lattice vector
    have hex : ∃ G ∈ L, G ≠ 0 := by
      by_contra hc
      apply hL
      rw [eq_bot_iff]
      intro G hG
      rw [AddSubgroup.mem_bot]
      by_contra h0
      exact hc ⟨G, hG, h0⟩
    obtain ⟨G, hG, hG0⟩ := hex
    obtain ⟨s', hz, ha, hv⟩ := move_outgoing L hs h₁ h₂ hG
    refine ⟨s', hz, ha, fun he => hG0 ?_⟩
    rw [← hv, umklappVector, he, sub_self]
```

This is the main statement. The symbol `⊥` is the zero subgroup, so `hL` says that $L$ contains a nonzero vector. For any zone $s$ and classes with $q_1 + q_2 = q_3$, $q_3 \neq q_1$, $q_3 \ne q_2$, there are two zones $s_N$ and $s_U$ (`sN` and `sU`), each equal to $s$ away from $q_3$, with
$$s_N(q_1) + s_N(q_2) = s_N(q_3), \qquad s_U(q_1) + s_U(q_2) \neq s_U(q_3).$$
By hand, apply the previous result with $G = 0$ to get $s_N$, and with some nonzero $G \in L$ to get $s_U$; if $s_U$ made the process normal then $G = U_{s_U} = 0$, a contradiction. In Lean, `subst h` replaces $q_3$ by $q_1 + q_2$, `L.zero_mem` supplies $0 \in L$, and `hex` extracts a nonzero $G$ by showing that $L$ would otherwise be the zero subgroup. Once a particular cell and boundary rule have been fixed, $s$ is fixed and every label is determined. The theorem compares different zones, and the modified ones need not be symmetric or connected cells.

```lean
/-- For every process and every lattice vector `G` some zone gives the process the umklapp
vector `G`. -/
theorem exists_zone_with_vector (L : AddSubgroup A) (q₁ q₂ : A ⧸ L) {G : A} (hG : G ∈ L) :
    ∃ s, IsZone (mk' L) s ∧ umklappVector s q₁ q₂ = G := by
  classical
  choose s hs using mk'_surjective L
  have hG0 : mk' L G = 0 := (QuotientAddGroup.eq_zero_iff G).2 hG
  -- a zone whose representative of the zero class is `G`
  have hz : IsZone (mk' L) (Function.update s 0 G) := by
    intro q
    by_cases h : q = 0
    · rw [h, Function.update_self, hG0]
    · rw [Function.update_of_ne h, hs]
  by_cases h₁ : q₁ = 0
  · refine ⟨_, hz, ?_⟩
    rw [h₁, umklappVector, zero_add, Function.update_self, add_sub_cancel_right]
  by_cases h₂ : q₂ = 0
  · refine ⟨_, hz, ?_⟩
    rw [h₂, umklappVector, add_zero, Function.update_self, add_sub_cancel_left]
  obtain ⟨s', hs', -, hv⟩ := move_outgoing L (s := s) hs (q₁ := q₁) (q₂ := q₂)
    (fun h => h₂ (by simpa using h)) (fun h => h₁ (by simpa using h)) hG
  exact ⟨s', hs', hv⟩
```

When the whole zone is free to be chosen, no condition on the classes is needed: for every $q_1, q_2$ and every $G \in L$ some zone has $U_s(q_1,q_2) = G$. The tactic `choose` first turns the surjectivity of $p$ (every class has some member) into a function $s$ that picks one. If $q_1 = 0$, then $U_s = s(0) + s(q_2) - s(q_2) = s(0)$, and likewise if $q_2 = 0$. In these cases it suffices to reset the representative of the zero class to $G$, which is legitimate because $p(G) = 0$; this is `hz`, again built with `Function.update`. If both classes are nonzero, then $q_1+q_2$ differs from both and `move_outgoing` applies. The conditions on $q_3$ in the main theorem are thus tied to its stronger conclusion that only the representative of $q_3$ is moved.

## All processes at once

```lean
/-- If a nonzero class `q` has `n q = 0` while no nonzero wave vector is killed by `n`, then in
every zone one of the processes `k q, q → (k + 1) q` with `k < n` is umklapp. -/
theorem exists_umklapp_of_torsion {p : A →+ Q} {s : Q → A} (hs : IsZone p s) {n : ℕ}
    (hA : ∀ a : A, n • a = 0 → a = 0) {q : Q} (hq : q ≠ 0) (hn : n • q = 0) :
    ∃ k < n, ¬ IsNormal s (k • q) q := by
  by_contra hc
  have hall : ∀ k < n, s (k • q) + s q = s (k • q + q) := by
    intro k hk
    by_contra h
    exact hc ⟨k, hk, h⟩
  -- representatives of the multiples of `q` would grow linearly
  have hlin : ∀ k, k ≤ n → s (k • q) = k • s q + s 0 := by
    intro k
    induction k with
    | zero => intro _; simp
    | succ k ih =>
      intro hk
      rw [succ_nsmul, ← hall k (by omega), ih (by omega), succ_nsmul]
      abel
  -- but after `n` steps the class returns to zero
  have h := hlin n le_rfl
  rw [hn] at h
  have h0 : s q = 0 := hA _ (add_right_cancel (b := s 0) (by rw [zero_add]; exact h.symm))
  apply hq
  rw [← hs q, h0, map_zero]
```

Here $p : A \to Q$ is any additive map with a zone $s$, and $n$ is a natural number. The expression `n • a` is the $n$-fold sum $na$. The hypotheses are that $na = 0$ forces $a = 0$ among wave vectors (`hA`), and that a class $q \ne 0$ satisfies $nq = 0$ (`hq`, `hn`). The conclusion is that for some $k$ with $0 \le k < n$ the process $kq,\, q \to (k+1)q$ is umklapp.

By hand, suppose all these processes are normal, so $s(kq) + s(q) = s((k+1)q)$ for $k < n$; this is `hall`. Then
$$s(kq) = k\,s(q) + s(0) \quad \text{for } 0 \le k \le n,$$
which is `hlin`. It holds at $k = 0$, and if it holds at some $k < n$ then $s((k+1)q) = s(kq) + s(q) = (k+1)\,s(q) + s(0)$. At $k = n$ the class returns to zero, so $s(0) = n\,s(q) + s(0)$ and $n\,s(q) = 0$. By `hA`, $s(q) = 0$, hence $q = p(s(q)) = p(0) = 0$, contrary to `hq`. In the induction, `omega` checks the integer inequalities $k < n$ and $k \le n$ from $k + 1 \le n$.

```lean
/-- On the momentum grid `ℤ/N` with `N ≥ 2`, every choice of integer representatives makes
one of the processes `k, 1 → k + 1` umklapp. -/
theorem zmod_exists_umklapp {N : ℕ} (hN : 2 ≤ N) (s : ZMod N → ℤ)
    (hs : ∀ q, (s q : ZMod N) = q) : ∃ k < N, ¬ IsNormal s (k : ZMod N) 1 := by
  have : Fact (1 < N) := ⟨hN⟩
  have hz : IsZone (Int.castAddHom (ZMod N)) s := hs
  have hA : ∀ a : ℤ, N • a = 0 → a = 0 := by
    intro a ha
    rw [nsmul_eq_mul] at ha
    rcases mul_eq_zero.1 ha with h | h
    · omega
    · exact h
  obtain ⟨k, hk, h⟩ := exists_umklapp_of_torsion hz hA (q := 1) one_ne_zero
    (by rw [nsmul_eq_mul, mul_one, ZMod.natCast_self])
  rw [nsmul_eq_mul, mul_one] at h
  exact ⟨k, hk, h⟩
```

This is a one-dimensional grid of $N$ points. With wave numbers measured in units of the grid spacing, $A = \mathbb{Z}$, the reciprocal lattice is $N\mathbb{Z}$, and the crystal momenta are the integers modulo $N$, `ZMod N`. The hypothesis `hs` says that the integer $s(q)$ reduces to $q$ modulo $N$. For $N \ge 2$, every such $s$ makes one of the processes $k,\, 1 \to k+1$ with $0 \le k < N$ umklapp, so no choice of integer representatives makes all processes normal.

The proof applies the previous theorem with $n = N$, $q = 1$ and $p$ the reduction `Int.castAddHom (ZMod N)`. The three inputs are that $Na = 0$ implies $a = 0$ for integers (which uses $N \ne 0$), that $1 \ne 0$ modulo $N$ (which fails at $N = 1$, where $s(0) = 0$ makes the only process normal), and that $N \cdot 1 = 0$ modulo $N$. At $N = 2$, normality of $0, 1 \to 1$ gives $s(0) = 0$, and normality of $1, 1 \to 0$ gives $2s(1) = s(0) = 0$, which is impossible because $s(1)$ is odd.

```lean
/-- For real wave numbers modulo a nonzero period `T`, every zone has an umklapp process. -/
theorem real_exists_umklapp {T : ℝ} (hT : T ≠ 0) {s : ℝ ⧸ AddSubgroup.zmultiples T → ℝ}
    (hs : IsZone (mk' (AddSubgroup.zmultiples T)) s) : ∃ q₁ q₂, ¬ IsNormal s q₁ q₂ := by
  have hmem : ∀ a, mk' (AddSubgroup.zmultiples T) a = 0 ↔ a ∈ AddSubgroup.zmultiples T :=
    fun a => QuotientAddGroup.eq_zero_iff a
  have hA : ∀ a : ℝ, 2 • a = 0 → a = 0 := by
    intro a ha
    rw [two_nsmul] at ha
    linarith
  -- the class of `T / 2` has order two
  have hq : mk' (AddSubgroup.zmultiples T) (T / 2) ≠ 0 := by
    intro h
    obtain ⟨k, hk⟩ := AddSubgroup.mem_zmultiples_iff.1 ((hmem _).1 h)
    rw [zsmul_eq_mul] at hk
    have h1 : (2 * (k : ℝ)) = 1 := mul_right_cancel₀ hT (by linarith)
    have h2 : 2 * k = 1 := by exact_mod_cast h1
    omega
  have hn : 2 • mk' (AddSubgroup.zmultiples T) (T / 2) = 0 := by
    rw [two_nsmul, ← map_add, add_halves, hmem]
    exact AddSubgroup.mem_zmultiples T
  obtain ⟨k, -, h⟩ := exists_umklapp_of_torsion hs hA hq hn
  exact ⟨_, _, h⟩
```

Now $A = \mathbb{R}$ and $L = T\mathbb{Z}$, written `AddSubgroup.zmultiples T`, with a real period $T \ne 0$; for a chain with lattice constant $a_0$ one has $T = 2\pi/a_0$. Every zone, however irregular, has some umklapp process. The proof takes $n = 2$ and for $q$ the class of $T/2$, the zone-boundary wave number. For real $a$, $2a = 0$ gives $a = 0$. The class of $T/2$ is nonzero, since $T/2 = kT$ with an integer $k$ would give $2k = 1$; `omega` rejects this by parity. Twice the class is the class of $T \in L$, which is zero. Both special cases are one-dimensional. The torsion theorem itself places no restriction on dimension, but two- and three-dimensional lattices are not instantiated in the file.

```lean
/-- A zone in which all processes are normal exists exactly when the lattice `L` has a
complementary subgroup among the wave vectors. -/
theorem all_normal_iff_isCompl (L : AddSubgroup A) :
    (∃ s, IsZone (mk' L) s ∧ ∀ q₁ q₂, IsNormal s q₁ q₂) ↔ ∃ K, IsCompl L K := by
  have hmem : ∀ a, mk' L a = 0 ↔ a ∈ L := fun a => QuotientAddGroup.eq_zero_iff a
  constructor
  · rintro ⟨s, hs, hn⟩
    -- the representatives form a subgroup
    let f : (A ⧸ L) →+ A := AddMonoidHom.mk' s (fun a b => (hn a b).symm)
    have hf : ∀ q, mk' L (f q) = q := hs
    refine ⟨f.range, ?_, ?_⟩
    · rw [AddSubgroup.disjoint_def]
      rintro x hx ⟨q, rfl⟩
      have hq : q = 0 := by rw [← hf q]; exact (hmem _).2 hx
      rw [hq, map_zero]
    · rw [codisjoint_iff, eq_top_iff]
      intro a _
      refine AddSubgroup.mem_sup.2 ⟨a - f (mk' L a), ?_, f (mk' L a), ⟨_, rfl⟩, by abel⟩
      rw [← hmem, map_sub, hf, sub_self]
  · rintro ⟨K, hK⟩
    have hex : ∀ q : A ⧸ L, ∃ k ∈ K, mk' L k = q := by
      intro q
      obtain ⟨a, rfl⟩ := mk'_surjective L q
      have ha : a ∈ L ⊔ K := by rw [hK.sup_eq_top]; exact AddSubgroup.mem_top a
      obtain ⟨l, hl, k, hk, rfl⟩ := AddSubgroup.mem_sup.1 ha
      exact ⟨k, hk, by rw [map_add, (hmem l).2 hl, zero_add]⟩
    choose s hsK hs using hex
    refine ⟨s, hs, fun q₁ q₂ => ?_⟩
    -- the umklapp vector lies in both `L` and `K`
    have h0 : umklappVector s q₁ q₂ = 0 :=
      AddSubgroup.disjoint_def.1 hK.disjoint (umklappVector_mem L hs q₁ q₂)
        (K.sub_mem (K.add_mem (hsK _) (hsK _)) (hsK _))
    exact sub_eq_zero.1 h0

end NormalUmklapp
```

`IsCompl L K` says that the subgroup $K$ is complementary to $L$: $L \cap K = \{0\}$ and $L + K = A$. The theorem states that a zone with every process normal exists if and only if such a $K$ exists.

Suppose first that all processes are normal in $s$. Then $s(q_1+q_2) = s(q_1) + s(q_2)$ for all classes, so $s$ is an additive map, in particular $s(0) = 0$, and its range $K$ is a subgroup. Lean packages $s$ as the additive map `f` by means of `AddMonoidHom.mk'`, a constructor unrelated to the quotient map `mk' L`. If $x \in L \cap K$, then $x = s(q)$ for some $q$, with $q = p(x) = 0$, so $x = s(0) = 0$. Any $a \in A$ splits as
$$a = \big(a - s(p(a))\big) + s(p(a)),$$
where the second term is in $K$ and the first is in $L$ because $p(a) - p(s(p(a))) = 0$.

Conversely, let $K$ be a complement. Any member $a$ of a class $q$ can be written $a = l + k$ with $l \in L$ and $k \in K$, and $p(k) = p(a) = q$, so every class has a representative in $K$; this is `hex`, and `choose` makes a zone $s$ with values in $K$ from it. Then $U_s(q_1,q_2)$ lies in $K$, being a sum and difference of elements of $K$, and in $L$ by `umklappVector_mem`. It therefore vanishes, and the process is normal.

```lean
#print axioms NormalUmklapp.normal_and_umklapp
-- 'NormalUmklapp.normal_and_umklapp' depends on axioms: [propext, Classical.choice, Quot.sound]
#print axioms NormalUmklapp.zmod_exists_umklapp
-- 'NormalUmklapp.zmod_exists_umklapp' depends on axioms: [propext, Classical.choice, Quot.sound]
#print axioms NormalUmklapp.real_exists_umklapp
-- 'NormalUmklapp.real_exists_umklapp' depends on axioms: [propext, Classical.choice, Quot.sound]
#print axioms NormalUmklapp.all_normal_iff_isCompl
-- 'NormalUmklapp.all_normal_iff_isCompl' depends on axioms: [propext, Classical.choice, Quot.sound]
```
